# For a unit vector u, the part of Au perpendicular to u has squared length ‖Au‖² − ⟨u, Au⟩²

In a real inner product space, let `A` be any linear map, not necessarily symmetric, and `u` a vector of norm 1. The vector −Au + ⟨u, Au⟩u, called `directionRate A u`, is minus the component of Au perpendicular to u, and the theorem says that its squared length is ‖Au‖² − ⟨u, Au⟩². The docstring calls `A` a strain and `u` a direction, but no equation of motion enters the statement. The proof writes the squared norm as the inner product of the vector with itself, expands that with `simp only`, and leaves the remaining algebra to `ring`.

As first written in Lean, the proof fails:

```lean
import Mathlib

open Matrix

namespace NormSqDirectionRate

noncomputable section

variable {V : Type*} [NormedAddCommGroup V] [InnerProductSpace ℝ V]

/-- The vector `-A u + ⟨u, A u⟩ u` built from a strain `A` and a direction `u`. -/
def directionRate (A : V →ₗ[ℝ] V) (u : V) : V := -A u + (inner ℝ u (A u)) • u

/-- For a unit vector `u`, the squared length of `-A u + ⟨u, A u⟩ u` is
`‖A u‖² - ⟨u, A u⟩²`. -/
theorem norm_sq_directionRate (A : V →ₗ[ℝ] V) {u : V} (hu : ‖u‖ = 1) :
    ‖directionRate A u‖ ^ 2 = ‖A u‖ ^ 2 - (inner ℝ u (A u)) ^ 2 := by
  have hcomm : inner ℝ (A u) u = inner ℝ u (A u) := real_inner_comm _ _
  rw [← real_inner_self_eq_norm_sq (directionRate A u)]
  simp only [directionRate, inner_add_left, inner_add_right, inner_neg_left,
    inner_neg_right, real_inner_smul_left, real_inner_smul_right, hcomm,
    real_inner_self_eq_norm_sq, hu]
  ring

end

end NormSqDirectionRate
```

Compiling this gives:

```
Try this:
  [apply] ring_nf
  
  The `ring` tactic failed to close the goal. Use `ring_nf` to obtain a normal form.
    
  Note that `ring` works primarily in *commutative* rings. If you have a noncommutative ring, abelian group or module, consider using `noncomm_ring`, `abel` or `module` instead.
Main.lean:17:67: error: unsolved goals
V : Type u_1
inst✝¹ : NormedAddCommGroup V
inst✝ : InnerProductSpace ℝ V
A : V →ₗ[ℝ] V
u : V
hu : ‖u‖ = 1
hcomm : inner ℝ (A u) u = inner ℝ u (A u)
⊢ ‖A u‖ ^ 2 - inner ℝ u (A u) ^ 2 * 2 + ‖inner ℝ u (A u) • u‖ ^ 2 = ‖A u‖ ^ 2 - inner ℝ u (A u) ^ 2
Main.lean:22:32: warning: This simp argument is unused:
  hu

Hint: Omit it from the simp argument list.
  [apply] simp only [directionRate, inner_add_left, inner_add_right, inner_neg_left, inner_neg_right,
    real_inner_smul_left, real_inner_smul_right, hcomm, real_inner_self_eq_norm_sq]

Note: This linter can be disabled with `set_option linter.unusedSimpArgs false`
```

Cause. Write c for ⟨u, Au⟩. The expansion contains the inner product of c • u with itself, which three of the supplied lemmas fit. `real_inner_smul_left` or `real_inner_smul_right` would have pulled out a scalar, but `real_inner_self_eq_norm_sq` turned the whole term into ‖c • u‖². Nothing in the list opens the norm of a scalar multiple, so ‖u‖ never appeared by itself and `hu` had nothing to rewrite, hence the unused-argument warning. `ring` knows nothing about norms and could not replace ‖c • u‖² by c², which is what the unsolved goal still needs.

The added lemmas supply that step. `norm_smul` splits the norm into ‖c‖ times ‖u‖, `Real.norm_eq_abs` turns ‖c‖ into |c|, `mul_pow` distributes the square, and `sq_abs` replaces |c|² by c². Now `hu` can set ‖u‖ to 1, and `ring` only has to check that −2c² + c² = −c².

As a diff, the version that Lean accepts:

```diff
@@ -20,4 +20,5 @@
   simp only [directionRate, inner_add_left, inner_add_right, inner_neg_left,
     inner_neg_right, real_inner_smul_left, real_inner_smul_right, hcomm,
+    norm_smul, Real.norm_eq_abs, mul_pow, sq_abs,
     real_inner_self_eq_norm_sq, hu]
   ring
```
